# A harmonic substrate lowers a molecule's gap by twice the relaxation energy of a unit charge

Q: To estimate the gap of an adsorbed molecule, I can take the isolated-molecule gap and subtract a substrate screening correction. What justifies subtracting one number, whatever the molecule's own energies are?

A: A model with finitely many linear-response coordinates and no hybridisation. Let \(q\) be the molecule's integer charge in elementary charges, \(E_q\) its isolated energy, and \(x\in\mathbb R^n\) the substrate polarization. A symmetric positive definite matrix \(K\) gives the stiffness, and a vector \(g\) the coupling per unit charge. The total energy is
\[
E_q+q\,g\cdot x+\tfrac12x\cdot Kx .
\]
In Lean, the finite type `n` labels the coordinates, and `E : ℤ → ℝ` is arbitrary.

```lean
import Mathlib

open Matrix

namespace ImagePotentialGap

noncomputable section

variable {n : Type*} [Fintype n] [DecidableEq n]

/-- Energy of a molecule of charge `q` (isolated energy `E q`) coupled through `g` to a
substrate of stiffness `K` with polarization `x`. -/
def totalEnergy (E : ℤ → ℝ) (K : Matrix n n ℝ) (g : n → ℝ) (q : ℤ) (x : n → ℝ) : ℝ :=
  E q + q * (g ⬝ᵥ x) + (x ⬝ᵥ K *ᵥ x) / 2
```

Q: Is the relaxation energy put in by definition?

A: No. The relaxed energy is defined as an infimum over all polarizations, and its closed form is a theorem. The screening strength \(W=g\cdot K^{-1}g\) is defined separately.

```lean
/-- Energy of the charge state `q` after the substrate has relaxed: the infimum of the total
energy over all polarizations, for positive definite `K`. -/
def relaxedEnergy (E : ℤ → ℝ) (K : Matrix n n ℝ) (g : n → ℝ) (q : ℤ) : ℝ :=
  ⨅ x : n → ℝ, totalEnergy E K g q x

/-- The screening strength `W = ⟨g, K⁻¹ g⟩`, for invertible stiffness `K`. -/
def screening (K : Matrix n n ℝ) (g : n → ℝ) : ℝ := g ⬝ᵥ K⁻¹ *ᵥ g
```

Q: And which sign conventions do the charged states follow?

A: Removing an electron raises \(q\) by one. For any charge-state energy \(F\), the ionization energy is \(F_{q+1}-F_q\), the affinity is \(F_q-F_{q-1}\), and the gap is their difference. The same definitions serve the isolated molecule, with \(F=E\), and the adsorbed one, with \(F\) the relaxed energy.

```lean
/-- Energy needed to remove one electron from the charge state `q`. -/
def ionizationEnergy (F : ℤ → ℝ) (q : ℤ) : ℝ := F (q + 1) - F q

/-- Energy released when the charge state `q` takes up one electron. -/
def electronAffinity (F : ℤ → ℝ) (q : ℤ) : ℝ := F q - F (q - 1)

/-- Fundamental gap of the charge state `q`: ionization energy minus electron affinity. -/
def gap (F : ℤ → ℝ) (q : ℤ) : ℝ := ionizationEnergy F q - electronAffinity F q
```

Q: Show me the minimum by hand.

A: Complete the square around \(x=-qK^{-1}g\). Since \(K\) is symmetric and \(KK^{-1}g=g\),
\[
(x+qK^{-1}g)\cdot K(x+qK^{-1}g)=x\cdot Kx+2q\,g\cdot x+q^2W .
\]
Half of this, minus \(q^2W/2\), is the coupling plus elastic energy. The total is therefore
\[
E_q-\tfrac12q^2W+\tfrac12(x+qK^{-1}g)\cdot K(x+qK^{-1}g).
\]
The last term is nonnegative and vanishes at \(x=-qK^{-1}g\), so the minimum is \(E_q-q^2W/2\).

`elastic_nonneg` supplies the sign. In `totalEnergy_eq`, `hy` is \(KK^{-1}g=g\), and `hc` uses symmetry to identify the two cross terms.

```lean
omit [DecidableEq n] in
/-- The elastic energy of a substrate with positive definite stiffness is nonnegative. -/
theorem elastic_nonneg {K : Matrix n n ℝ} (hK : K.PosDef) (x : n → ℝ) :
    0 ≤ x ⬝ᵥ K *ᵥ x := by
  simpa only [star_trivial] using hK.posSemidef.dotProduct_mulVec_nonneg x

/-- For positive definite stiffness, the total energy is `E q - q² W / 2` plus the elastic energy
of the deviation from the induced polarization `-q K⁻¹ g`. -/
theorem totalEnergy_eq {K : Matrix n n ℝ} (hK : K.PosDef) (E : ℤ → ℝ) (g : n → ℝ)
    (q : ℤ) (x : n → ℝ) :
    totalEnergy E K g q x = E q - (q : ℝ) ^ 2 * screening K g / 2
      + ((x + (q : ℝ) • (K⁻¹ *ᵥ g)) ⬝ᵥ K *ᵥ (x + (q : ℝ) • (K⁻¹ *ᵥ g))) / 2 := by
  have hy : K *ᵥ (K⁻¹ *ᵥ g) = g := by
    rw [Matrix.mulVec_mulVec,
      Matrix.mul_nonsing_inv K (isUnit_iff_ne_zero.mpr hK.det_pos.ne'), Matrix.one_mulVec]
  have hT : Kᵀ = K :=
    (Matrix.conjTranspose_eq_transpose_of_trivial K).symm.trans hK.isHermitian.eq
  -- symmetry of the stiffness turns the second cross term into the first
  have hc : (K⁻¹ *ᵥ g) ⬝ᵥ K *ᵥ x = g ⬝ᵥ x := by
    rw [Matrix.dotProduct_mulVec, ← Matrix.mulVec_transpose, hT, hy]
  simp only [totalEnergy, screening, Matrix.mulVec_add, Matrix.mulVec_smul, hy,
    add_dotProduct, dotProduct_add, smul_dotProduct, dotProduct_smul, smul_eq_mul, hc]
  rw [dotProduct_comm x g, dotProduct_comm (K⁻¹ *ᵥ g) g]
  ring
```

`relaxedEnergy_eq` then shows that the value is attained and is a lower bound, which identifies it as the infimum.

```lean
/-- For positive definite stiffness, substrate relaxation lowers the energy of charge state `q`
by `q² W / 2`. -/
theorem relaxedEnergy_eq {K : Matrix n n ℝ} (hK : K.PosDef) (E : ℤ → ℝ) (g : n → ℝ)
    (q : ℤ) : relaxedEnergy E K g q = E q - (q : ℝ) ^ 2 * screening K g / 2 := by
  have h : IsLeast (Set.range (totalEnergy E K g q))
      (E q - (q : ℝ) ^ 2 * screening K g / 2) := by
    constructor
    · -- the induced polarization attains the bound
      refine ⟨-((q : ℝ) • (K⁻¹ *ᵥ g)), ?_⟩
      rw [totalEnergy_eq hK, neg_add_cancel, zero_dotProduct]
      ring
    · rintro _ ⟨x, rfl⟩
      rw [totalEnergy_eq hK]
      linarith [elastic_nonneg hK (x + (q : ℝ) • (K⁻¹ *ᵥ g))]
  exact h.csInf_eq
```

Q: I would have put the polarization into the coupling term and found \(-q^2W\).

A: That counts the attraction but omits the cost of polarizing the substrate. At the minimum the coupling is \(-q^2W\) and the elastic energy \(+q^2W/2\). Leaving out the latter doubles every shift.

Q: Could \(W\) be negative?

A: No. The inverse of a positive definite matrix is positive definite, so \(W>0\) for \(g\ne0\), while \(g=0\) gives \(W=0\).

```lean
/-- For positive definite stiffness, the screening strength is nonnegative, and it is positive
exactly when the molecular charge couples to the substrate. -/
theorem screening_nonneg_and_pos_iff {K : Matrix n n ℝ} (hK : K.PosDef) (g : n → ℝ) :
    0 ≤ screening K g ∧ (0 < screening K g ↔ g ≠ 0) := by
  have hpos : g ≠ 0 → 0 < screening K g := by
    intro hg
    have h := hK.inv.dotProduct_mulVec_pos hg
    simpa only [star_trivial, screening] using h
  have hzero : g = 0 → screening K g = 0 := by
    intro hg
    rw [screening, hg, zero_dotProduct]
  refine ⟨?_, fun h hg => h.ne' (hzero hg), hpos⟩
  by_cases hg : g = 0
  · exact (hzero hg).ge
  · exact (hpos hg).le
```

Q: Now the gap of a neutral molecule.

A: Relaxation leaves \(E_0\) unchanged and lowers both \(E_1\) and \(E_{-1}\) by \(W/2\). Hence \(E_1-E_0\) falls by \(W/2\), \(E_0-E_{-1}\) rises by \(W/2\), and the gap shrinks by \(W\). The proof substitutes the closed form and finishes with `ring`.

```lean
/-- **Gap renormalization by a harmonic substrate.** On a substrate with positive definite
stiffness, the ionization energy of a neutral molecule falls by `W / 2`, its electron affinity rises
by `W / 2`, and its gap shrinks by `W`. -/
theorem gap_renormalization {K : Matrix n n ℝ} (hK : K.PosDef) (E : ℤ → ℝ) (g : n → ℝ) :
    ionizationEnergy (relaxedEnergy E K g) 0 = ionizationEnergy E 0 - screening K g / 2 ∧
    electronAffinity (relaxedEnergy E K g) 0 = electronAffinity E 0 + screening K g / 2 ∧
    gap (relaxedEnergy E K g) 0 = gap E 0 - screening K g := by
  simp only [gap, ionizationEnergy, electronAffinity, relaxedEnergy_eq hK]
  push_cast
  refine ⟨?_, ?_, ?_⟩ <;> ring
```

Q: What if the molecule starts out charged?

A: From \((q+1)^2-q^2=2q+1\) and \(q^2-(q-1)^2=2q-1\), the ionization energy changes by \(-(2q+1)W/2\) and the affinity by \(-(2q-1)W/2\). Their difference is \(-W\) for every \(q\). The reduction is strict exactly when \(g\ne0\).

```lean
/-- For positive definite stiffness and any initial charge `q`, the ionization energy shifts by
`-(2q + 1) W / 2` and the affinity by `-(2q - 1) W / 2`, while the gap shrinks by `W`. -/
theorem charged_gap_renormalization {K : Matrix n n ℝ} (hK : K.PosDef) (E : ℤ → ℝ)
    (g : n → ℝ) (q : ℤ) :
    ionizationEnergy (relaxedEnergy E K g) q
      = ionizationEnergy E q - (2 * q + 1) * screening K g / 2 ∧
    electronAffinity (relaxedEnergy E K g) q
      = electronAffinity E q - (2 * q - 1) * screening K g / 2 ∧
    gap (relaxedEnergy E K g) q = gap E q - screening K g := by
  simp only [gap, ionizationEnergy, electronAffinity, relaxedEnergy_eq hK]
  push_cast
  refine ⟨?_, ?_, ?_⟩ <;> ring

/-- A substrate with positive definite stiffness strictly reduces the gap exactly when the
coupling vector is nonzero. -/
theorem gap_lt_iff {K : Matrix n n ℝ} (hK : K.PosDef) (E : ℤ → ℝ) (g : n → ℝ) (q : ℤ) :
    gap (relaxedEnergy E K g) q < gap E q ↔ g ≠ 0 := by
  rw [(charged_gap_renormalization hK E g q).2.2, sub_lt_self_iff]
  exact (screening_nonneg_and_pos_iff hK g).2
```

Q: Does a softer substrate always screen more?

A: At fixed coupling it never screens less, though it can screen equally. Let \(K'\) be a second positive definite stiffness with \(x\cdot Kx\le x\cdot K'x\) for all \(x\), and put \(W'=g\cdot K'^{-1}g\). Use the stiffer substrate's response to unit charge, \(x=-K'^{-1}g\), as a trial state for the softer one:
\[
-\tfrac12W\le g\cdot x+\tfrac12x\cdot Kx\le g\cdot x+\tfrac12x\cdot K'x=-\tfrac12W' .
\]
Thus \(W\ge W'\), and the softer substrate gives the smaller or equal gap. In Lean, `h` and `h'` are the two completed squares at this trial state, and `hs` compares the elastic energies.

```lean
/-- Of two substrates with positive definite stiffness and the same coupling to the molecule, one
whose elastic energy is nowhere higher than the other's gives the smaller or equal gap. -/
theorem gap_le_of_softer {K K' : Matrix n n ℝ} (hK : K.PosDef) (hK' : K'.PosDef)
    (hsoft : ∀ x : n → ℝ, x ⬝ᵥ K *ᵥ x ≤ x ⬝ᵥ K' *ᵥ x)
    (E : ℤ → ℝ) (g : n → ℝ) (q : ℤ) :
    gap (relaxedEnergy E K g) q ≤ gap (relaxedEnergy E K' g) q := by
  -- the response of the stiffer substrate to unit charge is a trial state for the softer one
  let x : n → ℝ := -(K'⁻¹ *ᵥ g)
  have h := totalEnergy_eq hK E g 1 x
  have h' := totalEnergy_eq hK' E g 1 x
  have hx : x + ((1 : ℤ) : ℝ) • (K'⁻¹ *ᵥ g) = 0 := by
    simp only [x, Int.cast_one, one_smul, neg_add_cancel]
  rw [hx, zero_dotProduct] at h'
  have hn := elastic_nonneg hK (x + ((1 : ℤ) : ℝ) • (K⁻¹ *ᵥ g))
  have hs := hsoft x
  simp only [totalEnergy, Int.cast_one, one_pow, one_mul] at h h' hn
  rw [(charged_gap_renormalization hK E g q).2.2,
    (charged_gap_renormalization hK' E g q).2.2]
  linarith

end

end ImagePotentialGap
```

```lean
#print axioms ImagePotentialGap.relaxedEnergy_eq
#print axioms ImagePotentialGap.gap_renormalization
#print axioms ImagePotentialGap.gap_lt_iff
#print axioms ImagePotentialGap.gap_le_of_softer
```

```
'ImagePotentialGap.relaxedEnergy_eq' depends on axioms: [propext, Classical.choice, Quot.sound]
'ImagePotentialGap.gap_renormalization' depends on axioms: [propext, Classical.choice, Quot.sound]
'ImagePotentialGap.gap_lt_iff' depends on axioms: [propext, Classical.choice, Quot.sound]
'ImagePotentialGap.gap_le_of_softer' depends on axioms: [propext, Classical.choice, Quot.sound]
```

Q: In an image-charge estimate, the shift depends on the molecule's distance from the surface. Where is that dependence here?

A: For a given substrate it would enter through \(g\), since moving the molecule changes its coupling while \(K\) belongs to the substrate alone. Both are inputs here, and no electrostatic distance law is derived. The model also gives all charge states the same \(g\), so it ignores differences in orbital shape, and a neutral molecule does not polarize the substrate even if it has a dipole. The substrate relaxes fully in each charge state, so \(K\) must describe the response that has time to follow the charging.
